# A Hermitian matrix and a positive definite overlap matrix can be diagonalised by one congruence

The lemma `exists_modes` takes complex matrices `H` and `S` over a finite index set, with `H` Hermitian and `S` positive definite. It states that some matrix `X` and real numbers `e i` satisfy `Xᴴ * S * X = 1` and `Xᴴ * H * X = diagonal (fun i => (e i : ℂ))`. If `H` is read as a Hamiltonian and `S` as the overlap matrix of a finite, possibly non-orthogonal basis, the columns of `X` are modes orthonormal with respect to `S`, and the `e i` are their energies. The attempt diagonalises `S`, divides each eigenvector by the square root of its eigenvalue so that `S` becomes the identity, and then diagonalises the transformed `H` with a unitary matrix, which leaves that identity intact.

This version doesn't compile in Lean 4 with Mathlib:

```lean
import Mathlib

open Matrix
open scoped ComplexOrder

namespace ExistsModes

variable {n : Type*} [Fintype n] [DecidableEq n]

/-- A Hermitian matrix is diagonalised by a unitary matrix. -/
theorem unitary_diagonalisation {A : Matrix n n ℂ} (hA : A.IsHermitian) :
    ∃ U : Matrix n n ℂ, Uᴴ * U = 1 ∧
      Uᴴ * A * U = diagonal (fun i => (hA.eigenvalues i : ℂ)) := by
  let U : Matrix n n ℂ := hA.eigenvectorUnitary
  have hU : Uᴴ * U = 1 := mem_unitaryGroup_iff'.1 hA.eigenvectorUnitary.2
  have h : A = U * diagonal (fun i => (hA.eigenvalues i : ℂ)) * Uᴴ := hA.spectral_theorem
  refine ⟨U, hU, ?_⟩
  calc Uᴴ * A * U
      = Uᴴ * (U * diagonal (fun i => (hA.eigenvalues i : ℂ)) * Uᴴ) * U := by rw [← h]
    _ = (Uᴴ * U) * diagonal (fun i => (hA.eigenvalues i : ℂ)) * (Uᴴ * U) := by
        simp only [Matrix.mul_assoc]
    _ = _ := by rw [hU, Matrix.one_mul, Matrix.mul_one]

/-- For Hermitian `H` and positive definite `S`, one congruence turns `S` into the identity
and `H` into a real diagonal matrix. -/
theorem exists_modes {H S : Matrix n n ℂ} (hH : H.IsHermitian) (hS : S.PosDef) :
    ∃ (X : Matrix n n ℂ) (e : n → ℝ),
      Xᴴ * S * X = 1 ∧ Xᴴ * H * X = diagonal (fun i => (e i : ℂ)) := by
  obtain ⟨U, -, hU⟩ := unitary_diagonalisation hS.isHermitian
  let r : n → ℂ := fun i => (((√(hS.isHermitian.eigenvalues i))⁻¹ : ℝ) : ℂ)
  -- rescaling the eigenvectors of the overlap makes them S-orthonormal
  have hY : (U * diagonal r)ᴴ * S * (U * diagonal r) = 1 := by
    calc (U * diagonal r)ᴴ * S * (U * diagonal r)
        = (diagonal r)ᴴ * (Uᴴ * S * U) * diagonal r := by
          rw [conjTranspose_mul]; simp only [Matrix.mul_assoc]
      _ = 1 := by
          rw [hU, diagonal_conjTranspose, diagonal_mul_diagonal, diagonal_mul_diagonal,
            ← diagonal_one]
          congr 1
          funext i
          have hp : 0 < hS.isHermitian.eigenvalues i := hS.eigenvalues_pos i
          have key : ∀ q : ℝ, q ≠ 0 → q⁻¹ * (q * q) * q⁻¹ = 1 := fun q hq => by field_simp
          have h := key _ (Real.sqrt_pos.2 hp).ne'
          rw [Real.mul_self_sqrt hp.le] at h
          have hs : star r i = r i := Complex.conj_ofReal _
          rw [hs]
          exact_mod_cast h
  generalize U * diagonal r = Y at hY
  have hK := isHermitian_conjTranspose_mul_mul Y hH
  obtain ⟨V, hV, hD⟩ := unitary_diagonalisation hK
  refine ⟨Y * V, hK.eigenvalues, ?_, ?_⟩
  · calc (Y * V)ᴴ * S * (Y * V) = Vᴴ * (Yᴴ * S * Y) * V := by
          rw [conjTranspose_mul]; simp only [Matrix.mul_assoc]
      _ = 1 := by rw [hY, Matrix.mul_one, hV]
  · rw [← hD, conjTranspose_mul]; simp only [Matrix.mul_assoc]

end ExistsModes
```

The error:

```
Main.lean:47:10: error: mod_cast has type
  (√(⋯.eigenvalues i))⁻¹ * ⋯.eigenvalues i * (√(⋯.eigenvalues i))⁻¹ = 1
but is expected to have type
  r i * ↑(⋯.eigenvalues i) * r i = 1
```

What went wrong. The one error comes at the end of the rescaling step. There `h` is an equation between real numbers, while the goal `r i * ↑(⋯.eigenvalues i) * r i = 1` is its complex counterpart. `exact_mod_cast` has to bring the two to a common form by moving casts. But `r` is a local definition, and the cast from ℝ to ℂ in `r i` is hidden inside it. The message shows `r i` still folded, so the casts in the goal could not be gathered into one cast of a real product, and the goal stayed complex while `h` was real.

The repair moves the casts in `h` instead. `congrArg Complex.ofReal h` casts both sides to ℂ, the two rewrites with `Complex.ofReal_mul` distribute the cast over the three factors, and `Complex.ofReal_one` turns the cast of 1 into the complex 1. The result `hc` differs from the goal only in having `r i` written out, and `exact hc` succeeds because Lean unfolds `r` when it checks that the two agree by definition.

Fix (accepted with no message):

```diff
@@ -45,5 +45,7 @@
           have hs : star r i = r i := Complex.conj_ofReal _
           rw [hs]
-          exact_mod_cast h
+          have hc := congrArg Complex.ofReal h
+          rw [Complex.ofReal_mul, Complex.ofReal_mul, Complex.ofReal_one] at hc
+          exact hc
   generalize U * diagonal r = Y at hY
   have hK := isHermitian_conjTranspose_mul_mul Y hH
```
